# The admixture in a perturbed normal mode is at most the perturbation norm divided by the gap between its eigenvalue and those of the other unperturbed modes

Take two modes whose eigenvalues differ by \(\delta>0\), and perturb them:

\[
H=\begin{pmatrix}0&0\\0&\delta\end{pmatrix},\qquad
D=\frac{\delta}{2}\begin{pmatrix}1&1\\1&-1\end{pmatrix},\qquad
H+D=\frac{\delta}{2}\begin{pmatrix}1&1\\1&1\end{pmatrix}.
\]

The vector \(u=(1,0)\) is an eigenvector of \(H\) with eigenvalue 0. The vector \(w=(1,-1)/\sqrt2\) is an eigenvector of \(H+D\), also with eigenvalue 0. The eigenvalue has not moved, yet the new mode is an equal mixture of the old ones. Since \(D^2=(\delta^2/2)\,I\), the perturbation has operator norm \(\delta/\sqrt2\), so the smaller the splitting, the smaller the perturbation that does this.

## The bound for any finite number of modes

Let \(H\) be self-adjoint on a finite-dimensional real or complex inner product space, with unit eigenvector \(u\). Let \(w\) be a unit eigenvector of \(H+D\) with eigenvalue \(m\). If every eigenvalue of \(H\) that has an eigenvector orthogonal to \(u\) lies at least \(g>0\) from \(m\), then

\[
\|w-\langle u,w\rangle u\|\le\frac{\|D\|}{g},\qquad
|\langle u,w\rangle|^2\ge 1-\left(\frac{\|D\|}{g}\right)^2 .
\]

The gap is measured from the new eigenvalue \(m\) to the old eigenvalues of the other modes. In the example \(g=\delta\), and both sides of the first inequality equal \(1/\sqrt2\).

## Matching modes between two Hessians

A code that follows a vibrational mode from one geometry to the next, or compares modes from two finite-difference step sizes, often matches eigenvectors by overlap. In the harmonic approximation, with \(H\) the mass-weighted Hessian and \(D\) its change, the bound guarantees a large overlap when \(\|D\|\) is small compared with \(g\). Eigenvalues are squared angular frequencies, so \(g\) is a difference of squares. The Frobenius norm of \(D\) is a safe substitute for \(\|D\|\), because it is never smaller.

## From the eigenvalue equation to the bound

Write \(Px=x-\langle u,x\rangle u\) for the part of \(x\) orthogonal to \(u\), and \(a=Pw\). Because \(\|u\|=1\), we have \(\langle u,Px\rangle=0\), and Pythagoras gives

\[
\|Px\|^2+|\langle u,x\rangle|^2=\|x\|^2 .
\]

Let \(Hu=lu\) with \(l\) real. Self-adjointness gives \(\langle u,Hw\rangle=\langle Hu,w\rangle=l\langle u,w\rangle\), hence

\[
P(Hw)=Hw-l\langle u,w\rangle u=H(w-\langle u,w\rangle u)=Ha .
\]

Applying \(P\) to \(Dw=mw-Hw\) therefore yields

\[
(H-m)a=-P(Dw).
\]

If \(x\perp u\), then \(\langle u,Hx\rangle=l\langle u,x\rangle=0\), so \(H\) maps the complement of \(u\) into itself. The complement has an orthonormal basis of eigenvectors \(b_i\) of \(H\), with eigenvalues \(\lambda_i\), and for \(x\) in it

\[
\|(H-m)x\|^2=\sum_i|\lambda_i-m|^2\,|\langle b_i,x\rangle|^2\ge g^2\|x\|^2 .
\]

With \(x=a\) this gives

\[
g\|a\|\le\|P(Dw)\|\le\|Dw\|\le\|D\| .
\]

Division by \(g\) is the first bound, and Pythagoras for \(w\) turns it into the second. In one dimension the complement is zero and \(a=0\).

The same argument bounds the error of an approximate eigenvector. For any unit vector \(w\) and number \(m\), put \(r=Hw-mw\). Then \((H-m)a=Pr\), so \(\|a\|\le\|r\|/g\): the residual of an iterative eigensolver, divided by the gap, limits the contamination by other modes. This corollary has no theorem of its own in the file.

## The Lean file

```lean
import Mathlib

open scoped InnerProductSpace

namespace NormalModeSensitivity

noncomputable section

variable {𝕜 E : Type*} [RCLike 𝕜] [NormedAddCommGroup E] [InnerProductSpace 𝕜 E]

variable (𝕜) in
/-- What remains of `w` after subtracting `⟨u, w⟩ u`. For a unit vector `u` this is the part of `w`
orthogonal to `u`. -/
def admixture (u w : E) : E := w - ⟪u, w⟫_𝕜 • u

/-- Every eigenvalue of `H` that has an eigenvector orthogonal to `u` lies at distance
at least `g` from `m`. -/
def ModeGap (H : E →L[𝕜] E) (u : E) (m : 𝕜) (g : ℝ) : Prop :=
  ∀ (μ : 𝕜) (x : E), x ≠ 0 → ⟪u, x⟫_𝕜 = 0 → H x = μ • x → g ≤ ‖μ - m‖

/-- For a unit vector `u`, the admixture is orthogonal to `u`. -/
theorem inner_admixture {u : E} (hu : ‖u‖ = 1) (x : E) :
    ⟪u, admixture 𝕜 u x⟫_𝕜 = 0 := by
  simp [admixture, inner_sub_right, inner_smul_right, inner_self_eq_norm_sq_to_K, hu]

/-- For a unit vector `u`, the squared admixture and the squared overlap with `u` add up
to the squared norm. -/
theorem admixture_sq_add_overlap_sq {u : E} (hu : ‖u‖ = 1) (x : E) :
    ‖admixture 𝕜 u x‖ ^ 2 + ‖⟪u, x⟫_𝕜‖ ^ 2 = ‖x‖ ^ 2 := by
  have h0 : ⟪admixture 𝕜 u x, ⟪u, x⟫_𝕜 • u⟫_𝕜 = 0 := by
    rw [inner_smul_right, inner_eq_zero_symm.mp (inner_admixture hu x), mul_zero]
  have e : admixture 𝕜 u x + ⟪u, x⟫_𝕜 • u = x := sub_add_cancel _ _
  have h := norm_add_sq (𝕜 := 𝕜) (admixture 𝕜 u x) (⟪u, x⟫_𝕜 • u)
  rw [e, h0, norm_smul, hu] at h
  simp only [map_zero, mul_zero, add_zero, mul_one] at h
  exact h.symm

/-- Projected eigenvalue equation: if `u` is an eigenvector of the self-adjoint `H` and `w` one
of `H + D` with eigenvalue `m`, then `H - m` maps the admixture of `w` to minus that of `D w`. -/
theorem projected_equation {H D : E →L[𝕜] E} (hH : (H : E →ₗ[𝕜] E).IsSymmetric)
    {u w : E} {l : ℝ} {m : 𝕜} (hu : H u = (l : 𝕜) • u) (hw : (H + D) w = m • w) :
    H (admixture 𝕜 u w) - m • admixture 𝕜 u w = -admixture 𝕜 u (D w) := by
  have hsum : H w + D w = m • w := hw
  have hD : D w = m • w - H w := by
    rw [← hsum, add_sub_cancel_left]
  have hin : ⟪u, H w⟫_𝕜 = (l : 𝕜) * ⟪u, w⟫_𝕜 := by
    have h : ⟪H u, w⟫_𝕜 = ⟪u, H w⟫_𝕜 := hH u w
    rw [← h, hu, inner_smul_left, RCLike.conj_ofReal]
  simp only [admixture, hD, map_sub, map_smul, hu, inner_sub_right, inner_smul_right, hin]
  module

/-- In finite dimension, if `u` is an eigenvector of the self-adjoint `H` and the other modes are
separated from `m` by `g ≥ 0`, then `H - m` stretches every vector orthogonal to `u` by at least
`g`. -/
theorem gap_mul_norm_le [FiniteDimensional 𝕜 E] {H : E →L[𝕜] E}
    (hH : (H : E →ₗ[𝕜] E).IsSymmetric) {u : E} {l : ℝ} {m : 𝕜} {g : ℝ}
    (hu : H u = (l : 𝕜) • u) (hg : 0 ≤ g) (hgap : ModeGap H u m g)
    {x : E} (hx : ⟪u, x⟫_𝕜 = 0) : g * ‖x‖ ≤ ‖H x - m • x‖ := by
  -- the orthogonal complement of `u` is invariant under `H`
  obtain ⟨V, hV⟩ : ∃ V : Submodule 𝕜 E, ∀ y, y ∈ V ↔ ⟪u, y⟫_𝕜 = 0 :=
    ⟨(Submodule.span 𝕜 {u})ᗮ, fun y => Submodule.mem_orthogonal_singleton_iff_inner_right⟩
  have hinv : ∀ y ∈ V, (H : E →ₗ[𝕜] E) y ∈ V := by
    intro y hy
    have h : ⟪H u, y⟫_𝕜 = ⟪u, H y⟫_𝕜 := hH u y
    refine (hV _).mpr ?_
    change ⟪u, H y⟫_𝕜 = 0
    rw [← h, hu, inner_smul_left, (hV y).mp hy, mul_zero]
  let T : V →ₗ[𝕜] V := (H : E →ₗ[𝕜] E).restrict hinv
  have hT : T.IsSymmetric := fun y z => hH y z
  -- expand in the eigenmodes of the restricted operator
  let b := hT.eigenvectorBasis rfl
  let ev := hT.eigenvalues rfl
  have hb : ∀ i, T (b i) = (ev i : 𝕜) • b i := fun i => hT.apply_eigenvectorBasis rfl i
  have pars : ∀ y : V, ‖y‖ ^ 2 = ∑ i, ‖⟪b i, y⟫_𝕜‖ ^ 2 := by
    intro y
    rw [← b.repr.norm_map y, EuclideanSpace.norm_sq_eq]
    simp only [b.repr_apply_apply]
  have hev : ∀ i, g ≤ ‖(ev i : 𝕜) - m‖ := by
    intro i
    refine hgap _ (b i : E) ?_ ((hV _).mp (b i).2) (congrArg Subtype.val (hb i))
    intro h
    exact b.orthonormal.ne_zero i (Subtype.ext h)
  let y : V := ⟨x, (hV x).mpr hx⟩
  have hc : ∀ i, ⟪b i, T y - m • y⟫_𝕜 = ((ev i : 𝕜) - m) * ⟪b i, y⟫_𝕜 := by
    intro i
    rw [inner_sub_right, ← hT (b i) y, hb, inner_smul_left, inner_smul_right,
      RCLike.conj_ofReal, sub_mul]
  have key : (g * ‖y‖) ^ 2 ≤ ‖T y - m • y‖ ^ 2 := by
    rw [mul_pow, pars y, pars (T y - m • y), Finset.mul_sum]
    refine Finset.sum_le_sum fun i _ => ?_
    rw [hc, norm_mul, mul_pow]
    have := hev i
    gcongr
  exact (sq_le_sq₀ (mul_nonneg hg (norm_nonneg _)) (norm_nonneg _)).mp key

/-- In finite dimension, for a unit eigenvector `u` of the self-adjoint `H`, an eigenvector `w` of
`H + D` with eigenvalue `m`, and other modes of `H` at least `g > 0` away from `m`, the admixture in
`w` is at most the part of `D w` orthogonal to `u`, divided by `g`. -/
theorem admixture_le_coupling [FiniteDimensional 𝕜 E] {H D : E →L[𝕜] E}
    (hH : (H : E →ₗ[𝕜] E).IsSymmetric) {u w : E} {l : ℝ} {m : 𝕜} {g : ℝ}
    (hu1 : ‖u‖ = 1) (hu : H u = (l : 𝕜) • u) (hw : (H + D) w = m • w)
    (hg : 0 < g) (hgap : ModeGap H u m g) :
    ‖admixture 𝕜 u w‖ ≤ ‖admixture 𝕜 u (D w)‖ / g := by
  have h := gap_mul_norm_le hH hu hg.le hgap (inner_admixture hu1 w)
  rw [projected_equation hH hu hw, norm_neg] at h
  rw [le_div_iff₀ hg, mul_comm]
  exact h

/-- Normal-mode sensitivity in finite dimension: let `u` be a unit eigenvector of the self-adjoint
`H` and `w` a unit eigenvector of `H + D` with eigenvalue `m`. If the other modes of `H` are at
least `g > 0` away from `m`, the admixture of them in `w` is at most `‖D‖ / g`. -/
theorem mode_sensitivity [FiniteDimensional 𝕜 E] {H D : E →L[𝕜] E}
    (hH : (H : E →ₗ[𝕜] E).IsSymmetric) {u w : E} {l : ℝ} {m : 𝕜} {g : ℝ}
    (hu1 : ‖u‖ = 1) (hw1 : ‖w‖ = 1) (hu : H u = (l : 𝕜) • u) (hw : (H + D) w = m • w)
    (hg : 0 < g) (hgap : ModeGap H u m g) :
    ‖w - ⟪u, w⟫_𝕜 • u‖ ≤ ‖D‖ / g := by
  have h1 : ‖admixture 𝕜 u (D w)‖ ≤ ‖D w‖ := by
    refine (sq_le_sq₀ (norm_nonneg _) (norm_nonneg _)).mp ?_
    have := admixture_sq_add_overlap_sq (𝕜 := 𝕜) hu1 (D w)
    nlinarith [sq_nonneg ‖⟪u, D w⟫_𝕜‖]
  have h2 : ‖D w‖ ≤ ‖D‖ := by
    have := D.le_opNorm w
    rwa [hw1, mul_one] at this
  refine (admixture_le_coupling hH hu1 hu hw hg hgap).trans ?_
  have h3 := h1.trans h2
  gcongr

/-- Under the hypotheses of `mode_sensitivity`, the squared overlap of the old and the new mode is
at least `1 - (‖D‖ / g)²`. -/
theorem overlap_lower_bound [FiniteDimensional 𝕜 E] {H D : E →L[𝕜] E}
    (hH : (H : E →ₗ[𝕜] E).IsSymmetric) {u w : E} {l : ℝ} {m : 𝕜} {g : ℝ}
    (hu1 : ‖u‖ = 1) (hw1 : ‖w‖ = 1) (hu : H u = (l : 𝕜) • u) (hw : (H + D) w = m • w)
    (hg : 0 < g) (hgap : ModeGap H u m g) :
    1 - (‖D‖ / g) ^ 2 ≤ ‖⟪u, w⟫_𝕜‖ ^ 2 := by
  have h : ‖admixture 𝕜 u w‖ ≤ ‖D‖ / g := mode_sensitivity hH hu1 hw1 hu hw hg hgap
  have h2 := pow_le_pow_left₀ (norm_nonneg _) h 2
  have h3 := admixture_sq_add_overlap_sq (𝕜 := 𝕜) hu1 w
  rw [hw1] at h3
  linarith

/-- The operator on the Euclidean plane given by a real 2 by 2 matrix. -/
def op (A : Matrix (Fin 2) (Fin 2) ℝ) : EuclideanSpace ℝ (Fin 2) →L[ℝ] EuclideanSpace ℝ (Fin 2) :=
  Matrix.toEuclideanCLM (n := Fin 2) (𝕜 := ℝ) A

/-- The first of two unperturbed modes, `(1, 0)`. -/
def pureMode : EuclideanSpace ℝ (Fin 2) := !₂[1, 0]

/-- The equal-weight combination `(1, -1)/√2` of two modes. -/
def mixedMode : EuclideanSpace ℝ (Fin 2) := !₂[1 / √2, -(1 / √2)]

/-- The components of a matrix acting on a vector of the plane. -/
theorem op_apply (A : Matrix (Fin 2) (Fin 2) ℝ) (x : EuclideanSpace ℝ (Fin 2)) (i : Fin 2) :
    op A x i = A i 0 * x 0 + A i 1 * x 1 := by
  change (Matrix.mulVec A x.ofLp) i = _
  simp [Matrix.mulVec, dotProduct, Fin.sum_univ_two]

/-- Two modes with splitting `δ > 0`, `H = diag(0, δ)`, and the perturbation
`D = (δ/2) [[1, 1], [1, -1]]` meet all hypotheses of the sensitivity bound with `m = 0`, `g = δ`. -/
theorem mode_sensitivity_witness {δ : ℝ} (hδ : 0 < δ) :
    (op !![0, 0; 0, δ] : EuclideanSpace ℝ (Fin 2) →ₗ[ℝ] EuclideanSpace ℝ (Fin 2)).IsSymmetric ∧
    ‖pureMode‖ = 1 ∧ ‖mixedMode‖ = 1 ∧ op !![0, 0; 0, δ] pureMode = (0 : ℝ) • pureMode ∧
    (op !![0, 0; 0, δ] + op !![δ / 2, δ / 2; δ / 2, -(δ / 2)]) mixedMode = (0 : ℝ) • mixedMode ∧
    0 < δ ∧ ModeGap (op !![0, 0; 0, δ]) pureMode 0 δ := by
  have s : (1 / √2 : ℝ) ^ 2 = 1 / 2 := by
    rw [div_pow, Real.sq_sqrt (by norm_num)]; norm_num
  refine ⟨fun x y => ?_, ?_, ?_, ?_, ?_, hδ, ?_⟩
  · change ⟪op !![0, 0; 0, δ] x, y⟫_ℝ = ⟪x, op !![0, 0; 0, δ] y⟫_ℝ
    simp [PiLp.inner_apply, Fin.sum_univ_two, op_apply]
    ring
  · simp [pureMode, EuclideanSpace.norm_eq, Fin.sum_univ_two]
  · refine (sq_eq_sq₀ (norm_nonneg _) zero_le_one).mp ?_
    rw [EuclideanSpace.norm_sq_eq, Fin.sum_univ_two]
    simp only [Real.norm_eq_abs, sq_abs]
    change (1 / √2 : ℝ) ^ 2 + (-(1 / √2)) ^ 2 = 1 ^ 2
    rw [neg_sq, s]; norm_num
  · ext i
    fin_cases i <;> simp [op_apply, pureMode]
  · ext i
    fin_cases i <;> simp [op_apply, mixedMode]
    ring
  · intro μ x hx h0 h
    have hx0 : x 0 = 0 := by
      simpa [PiLp.inner_apply, Fin.sum_univ_two, pureMode] using h0
    have hx1 : x 1 ≠ 0 := by
      intro h1
      apply hx
      ext i
      fin_cases i
      · exact hx0
      · exact h1
    have h1 : op !![0, 0; 0, δ] x 1 = μ * x 1 := by rw [h]; rfl
    rw [op_apply] at h1
    change 0 * x 0 + δ * x 1 = μ * x 1 at h1
    have hμ : δ = μ := mul_right_cancel₀ hx1 (by linarith)
    rw [← hμ, sub_zero]
    exact le_abs_self δ

/-- For `δ > 0` the matrix `(δ/2) [[1, 1], [1, -1]]` has operator norm `δ/√2`, and the part of
`(1, -1)/√2` orthogonal to `(1, 0)` has length equal to this operator norm divided by `δ`. -/
theorem mode_sensitivity_sharp {δ : ℝ} (hδ : 0 < δ) :
    ‖op !![δ / 2, δ / 2; δ / 2, -(δ / 2)]‖ = δ / √2 ∧
    ‖admixture ℝ pureMode mixedMode‖ = ‖op !![δ / 2, δ / 2; δ / 2, -(δ / 2)]‖ / δ := by
  obtain ⟨hu1, hw1⟩ : ‖pureMode‖ = 1 ∧ ‖mixedMode‖ = 1 :=
    ⟨(mode_sensitivity_witness hδ).2.1, (mode_sensitivity_witness hδ).2.2.1⟩
  have nsq : ∀ x : EuclideanSpace ℝ (Fin 2), ‖x‖ ^ 2 = x 0 ^ 2 + x 1 ^ 2 := by
    intro x
    rw [EuclideanSpace.norm_sq_eq, Fin.sum_univ_two]
    simp only [Real.norm_eq_abs, sq_abs]
  have s : ∀ a : ℝ, (a / √2) ^ 2 = a ^ 2 / 2 := by
    intro a
    rw [div_pow, Real.sq_sqrt (by norm_num)]
  -- the perturbation stretches every vector by the same factor
  have hD : ∀ x, ‖op !![δ / 2, δ / 2; δ / 2, -(δ / 2)] x‖ = δ / √2 * ‖x‖ := by
    intro x
    refine (sq_eq_sq₀ (norm_nonneg _) (by positivity)).mp ?_
    rw [mul_pow, s, nsq, nsq, op_apply, op_apply]
    change (δ / 2 * x 0 + δ / 2 * x 1) ^ 2 + (δ / 2 * x 0 + -(δ / 2) * x 1) ^ 2 = _
    ring
  have hn : ‖op !![δ / 2, δ / 2; δ / 2, -(δ / 2)]‖ = δ / √2 := by
    refine le_antisymm
      (ContinuousLinearMap.opNorm_le_bound _ (by positivity) fun x => (hD x).le) ?_
    have h := (op !![δ / 2, δ / 2; δ / 2, -(δ / 2)]).le_opNorm pureMode
    rwa [hD, hu1, mul_one, mul_one] at h
  refine ⟨hn, ?_⟩
  have hi : ⟪pureMode, mixedMode⟫_ℝ = 1 / √2 := by
    simp [PiLp.inner_apply, Fin.sum_univ_two, pureMode, mixedMode]
  have hp := admixture_sq_add_overlap_sq (𝕜 := ℝ) hu1 mixedMode
  rw [hi, hw1, Real.norm_eq_abs, sq_abs, s] at hp
  have ha : ‖admixture ℝ pureMode mixedMode‖ = 1 / √2 := by
    refine (sq_eq_sq₀ (norm_nonneg _) (by positivity)).mp ?_
    rw [s]
    linarith
  rw [ha, hn, div_right_comm, div_self hδ.ne']

end

end NormalModeSensitivity
```

```lean
#print axioms NormalModeSensitivity.mode_sensitivity
#print axioms NormalModeSensitivity.overlap_lower_bound
#print axioms NormalModeSensitivity.mode_sensitivity_sharp
```

```
'NormalModeSensitivity.mode_sensitivity' depends on axioms: [propext, Classical.choice, Quot.sound]
'NormalModeSensitivity.overlap_lower_bound' depends on axioms: [propext, Classical.choice, Quot.sound]
'NormalModeSensitivity.mode_sensitivity_sharp' depends on axioms: [propext, Classical.choice, Quot.sound]
```

## Definitions and lemmas in terms of modes

The field `𝕜` is real or complex, and the inner product is linear in its second argument. `H` and `D` are continuous linear maps, so `‖D‖` is the operator norm. Self-adjointness of \(H\) is the hypothesis `IsSymmetric`. `admixture 𝕜 u w` is \(Pw\), and `ModeGap H u m g` is the separation condition, stated through nonzero eigenvectors orthogonal to `u`.

- `inner_admixture` and `admixture_sq_add_overlap_sq` are the orthogonality and Pythagoras steps.
- `projected_equation` substitutes \(Dw=mw-Hw\) and the value of \(\langle u,Hw\rangle\); `module` then does the vector algebra.
- `gap_mul_norm_le` restricts \(H\) to the complement and takes the eigenbasis `b` there. `pars` is Parseval's identity, `hc` gives the coefficients of \((H-m)x\), and `Finset.sum_le_sum` compares the sums term by term.
- `admixture_le_coupling` is the sharper estimate \(\|a\|\le\|P(Dw)\|/g\), in which only the part of \(Dw\) orthogonal to \(u\) enters. `mode_sensitivity` weakens it to \(\|D\|/g\), and `overlap_lower_bound` is the overlap form.
- `mode_sensitivity_witness` checks every hypothesis for the opening example. `mode_sensitivity_sharp` computes the norm of its perturbation, by showing in `hD` that all vectors are stretched equally, and confirms equality in the bound.

## What a code may conclude

\(D\) need not be symmetric, so an unsymmetrized finite-difference error is allowed. In that case \(H+D\) may have complex eigenvalues, and over the complex field `m` may be complex too. The theorems take \(w\) and \(m\) as given; they do not say which new eigenvector to compare with \(u\), and they do not supply the gap.

The bound is an upper limit on mixing. A small gap permits strong mixing, as the example shows, but does not force it: a perturbation diagonal in the old modes can leave them all unchanged. Once \(\|D\|\ge g\) the bound carries no information, since the admixture in a unit vector never exceeds 1. If another old mode, orthogonal to \(u\), has eigenvalue exactly \(m\), no positive \(g\) exists and the bound does not apply. When an eigenvalue of \(H\) is degenerate, its individual eigenvectors are not unique up to a phase, and comparing subspaces is more meaningful than comparing single vectors.

The theorems assume exact eigenvectors. If a unit vector \(w\) satisfies the new eigenvalue equation only up to a residual \(r=(H+D)w-mw\), the same argument gives the bound \((\|D\|+\|r\|)/g\). Errors in \(u\) and anharmonicity are not covered.
